# Interlayer London dispersion energy per atom in an infinite stack of evenly spaced continuum layers

The theorem `stack_energy` concerns an atom in one layer of an infinite stack with spacing d > 0, where atoms interact by the pairwise London energy −C₆/r⁶ and every other layer is smeared into a continuum of areal density σ. It states that the integral over rings converges for each other layer, at height nd with n a nonzero integer, and that half the layer energies sum to −π⁵σC₆/(180d⁴). The half shares each pair energy between its two atoms, and the atom's own layer is left out. The attempt takes the energy of a single layer from `layerEnergy_eq` and tries to match the sum, by `convert`, with a constant multiple of the sum of 1/n⁴ over nonzero integers, which is π⁴/45.

The first attempt, which Lean rejects:

```lean
import Mathlib

open MeasureTheory Set Filter Real

namespace StackEnergy

noncomputable section

/-- London dispersion energy `-C6 / r^6` of two atoms at distance `r ≠ 0`. -/
def pairEnergy (C6 r : ℝ) : ℝ := -C6 / r ^ 6

/-- Energy per unit radius between an atom at height `h` and the ring of radius `s` in a
continuum layer of areal density `σ`, for `s` and `h` not both zero. -/
def ringEnergy (σ C6 h s : ℝ) : ℝ :=
  2 * π * s * σ * pairEnergy C6 (√(s ^ 2 + h ^ 2))

/-- Energy of an atom at height `h ≠ 0` above or below a continuum layer, summed over rings. -/
def layerEnergy (σ C6 h : ℝ) : ℝ := ∫ s in Ioi (0 : ℝ), ringEnergy σ C6 h s

/-- The ring energy density written without the square root in the distance. -/
theorem ringEnergy_eq (σ C6 h s : ℝ) :
    ringEnergy σ C6 h s = -2 * π * s * σ * C6 / (s ^ 2 + h ^ 2) ^ 3 := by
  have h6 : √(s ^ 2 + h ^ 2) ^ 6 = (s ^ 2 + h ^ 2) ^ 3 := by
    rw [show (6 : ℕ) = 2 * 3 from rfl, pow_mul, Real.sq_sqrt (by positivity)]
  unfold ringEnergy pairEnergy
  rw [h6]
  ring

/-- For `h ≠ 0` the radial integral of `s / (s^2 + h^2)^3` over `s > 0` converges
and equals `1 / (4 h^4)`. -/
theorem radial_integral {h : ℝ} (hh : h ≠ 0) :
    IntegrableOn (fun s : ℝ => s / (s ^ 2 + h ^ 2) ^ 3) (Ioi 0) ∧
      ∫ s in Ioi (0 : ℝ), s / (s ^ 2 + h ^ 2) ^ 3 = 1 / (4 * h ^ 4) := by
  -- the antiderivative
  have hd : ∀ s ∈ Ici (0 : ℝ), HasDerivAt (fun s : ℝ => -1 / (4 * (s ^ 2 + h ^ 2) ^ 2))
      (s / (s ^ 2 + h ^ 2) ^ 3) s := by
    intro s _
    have hp : 0 < s ^ 2 + h ^ 2 := by positivity
    have h1 : HasDerivAt (fun s : ℝ => 4 * (s ^ 2 + h ^ 2) ^ 2)
        (4 * (2 * (s ^ 2 + h ^ 2) * (2 * s))) s :=
      ((((hasDerivAt_pow 2 s).add_const (h ^ 2)).fun_pow 2).const_mul (4 : ℝ)).congr_deriv
        (by norm_num)
    refine ((hasDerivAt_const s (-1 : ℝ)).fun_div h1 (by positivity)).congr_deriv ?_
    rw [div_eq_div_iff (by positivity) (by positivity)]
    ring
  have hpos : ∀ s ∈ Ioi (0 : ℝ), 0 ≤ s / (s ^ 2 + h ^ 2) ^ 3 := by
    intro s hs
    have hs' : 0 < s := hs
    positivity
  -- it vanishes at large radius
  have hlim : Tendsto (fun s : ℝ => -1 / (4 * (s ^ 2 + h ^ 2) ^ 2)) atTop (nhds 0) := by
    have h1 : Tendsto (fun s : ℝ => s ^ 2 + h ^ 2) atTop atTop :=
      tendsto_atTop_add_const_right _ _ (tendsto_pow_atTop two_ne_zero)
    have h2 : Tendsto (fun s : ℝ => (s ^ 2 + h ^ 2) ^ 2) atTop atTop :=
      (tendsto_pow_atTop two_ne_zero).comp h1
    exact (h2.const_mul_atTop (by norm_num : (0 : ℝ) < 4)).const_div_atTop (-1)
  refine ⟨integrableOn_Ioi_deriv_of_nonneg' hd hpos hlim, ?_⟩
  rw [integral_Ioi_of_hasDerivAt_of_nonneg' hd hpos hlim]
  ring

/-- For an atom at height `h ≠ 0` the sum over rings converges, and the energy with the
layer is `-π σ C6 / (2 h^4)`. -/
theorem layerEnergy_eq (σ C6 : ℝ) {h : ℝ} (hh : h ≠ 0) :
    IntegrableOn (ringEnergy σ C6 h) (Ioi 0) ∧
      layerEnergy σ C6 h = -(π * σ * C6) / (2 * h ^ 4) := by
  obtain ⟨hi, hv⟩ := radial_integral hh
  have hf : ringEnergy σ C6 h =
      fun s => (-2 * π * σ * C6) * (s / (s ^ 2 + h ^ 2) ^ 3) := by
    funext s
    rw [ringEnergy_eq]
    ring
  refine ⟨?_, ?_⟩
  · rw [hf]
    exact hi.const_mul _
  · rw [layerEnergy, hf, integral_const_mul, hv]
    ring

/-- The inverse fourth powers of all nonzero integers sum to `π^4 / 45`. -/
theorem hasSum_inv_fourth :
    HasSum (fun n : {n : ℤ // n ≠ 0} => 1 / ((n : ℤ) : ℝ) ^ 4) (π ^ 4 / 45) := by
  have h0 := hasSum_zeta_four
  have h1 : HasSum (fun n : ℕ => 1 / ((n : ℝ) + 1) ^ 4) (π ^ 4 / 90) := by
    have h2 := (hasSum_nat_add_iff' 1).mpr h0
    simpa using h2
  -- join the two half-lines of integers
  have hz : HasSum (fun n : ℤ => 1 / (n : ℝ) ^ 4) (π ^ 4 / 90 + π ^ 4 / 90) := by
    refine HasSum.of_nat_of_neg_add_one ?_ ?_
    · simpa using h0
    · convert h1 using 1
      funext n
      have e : ((-((n : ℤ) + 1) : ℤ) : ℝ) ^ 4 = ((n : ℝ) + 1) ^ 4 := by
        push_cast
        ring
      simp only [e]
  rw [show π ^ 4 / 90 + π ^ 4 / 90 = π ^ 4 / 45 by ring] at hz
  refine (hasSum_subtype_iff_of_support_subset (s := {n : ℤ | n ≠ 0}) ?_).mpr hz
  intro n hn h
  exact hn (by simp [h])

/-- In a stack of continuum layers of spacing `d > 0`, the energy of an atom with each other
layer converges, and half the sum over these layers is `-π^5 σ C6 / (180 d^4)`. -/
theorem stack_energy (σ C6 : ℝ) {d : ℝ} (hd : 0 < d) :
    (∀ n : ℤ, n ≠ 0 → IntegrableOn (ringEnergy σ C6 (n * d)) (Ioi 0)) ∧
      HasSum (fun n : {n : ℤ // n ≠ 0} => layerEnergy σ C6 (((n : ℤ) : ℝ) * d) / 2)
        (-(π ^ 5 * σ * C6) / (180 * d ^ 4)) := by
  have hne : ∀ n : ℤ, n ≠ 0 → (n : ℝ) * d ≠ 0 := fun n hn =>
    mul_ne_zero (Int.cast_ne_zero.mpr hn) hd.ne'
  refine ⟨fun n hn => (layerEnergy_eq σ C6 (hne n hn)).1, ?_⟩
  convert hasSum_inv_fourth.mul_left (-(π * σ * C6) / (4 * d ^ 4)) using 1
  · funext n
    rw [(layerEnergy_eq σ C6 (hne n n.2)).2]
    ring
  · ring

end

end StackEnergy
```

The compiler's answer:

```
Main.lean:110:4: error: Tactic `apply` failed: could not unify the conclusion of `@funext`
  ?f = ?g
with the goal
  instAddCommMonoid =
    CommRing.toNonUnitalCommRing.toNonUnitalNonAssocCommRing.toNonUnitalNonAssocSemiring.toAddCommMonoid

Note: The full type of `@funext` is
  ∀ {α : Sort ?u.123} {β : α → Sort ?u.122} {f g : (x : α) → β x}, (∀ (x : α), f x = g x) → f = g

case e'_3
σ C6 d : ℝ
hd : 0 < d
hne : ∀ (n : ℤ), n ≠ 0 → ↑n * d ≠ 0
⊢ instAddCommMonoid =
    CommRing.toNonUnitalCommRing.toNonUnitalNonAssocCommRing.toNonUnitalNonAssocSemiring.toAddCommMonoid
Try this:
  [apply] ring_nf
  
  The `ring` tactic failed to close the goal. Use `ring_nf` to obtain a normal form.
    
  Note that `ring` works primarily in *commutative* rings. If you have a noncommutative ring, abelian group or module, consider using `noncomm_ring`, `abel` or `module` instead.
Main.lean:113:2: error: unsolved goals
case e'_5
σ C6 d : ℝ
hd : 0 < d
hne : ∀ (n : ℤ), n ≠ 0 → ↑n * d ≠ 0
⊢ (fun n => layerEnergy σ C6 (↑↑n * d) * (1 / 2)) = fun i => π * σ * C6 * d⁻¹ ^ 4 * (↑↑i)⁻¹ ^ 4 * (-1 / 4)
Main.lean:105:47: error: unsolved goals
case e'_6
σ C6 d : ℝ
hd : 0 < d
hne : ∀ (n : ℤ), n ≠ 0 → ↑n * d ≠ 0
⊢ -(π ^ 5 * σ * C6) / (180 * d ^ 4) = -(π * σ * C6) / (4 * d ^ 4) * (π ^ 4 / 45)
```

Diagnosis. The proof expects two goals from `convert ... using 1`, one for the summands and one for the totals, but Lean produces three. The first asks that two `AddCommMonoid` instances be equal. `funext` is applied to it and fails, since this is not an equality of functions.

The other steps are thereby displaced. The second bullet's `ring` meets the equality of summands, which it cannot prove because it does not know the value of `layerEnergy`. The equality of totals is left with no bullet at all, hence the last error.

The repair states the two intended equalities as `hf` and `hv`, and proves them with the steps the attempt had meant for them. After `rw [hf, hv]` the goal has the form of `hasSum_inv_fourth.mul_left _`, and `exact` accepts it: the two instances agree by definition, so their equality never becomes a separate goal. The added comment is mere tidying.

The change, after which it compiles:

```diff
@@ -107,9 +107,16 @@
     mul_ne_zero (Int.cast_ne_zero.mpr hn) hd.ne'
   refine ⟨fun n hn => (layerEnergy_eq σ C6 (hne n hn)).1, ?_⟩
-  convert hasSum_inv_fourth.mul_left (-(π * σ * C6) / (4 * d ^ 4)) using 1
-  · funext n
+  -- each layer contributes a multiple of the inverse fourth power of its index
+  have hf : (fun n : {n : ℤ // n ≠ 0} => layerEnergy σ C6 (((n : ℤ) : ℝ) * d) / 2) =
+      fun n : {n : ℤ // n ≠ 0} =>
+        -(π * σ * C6) / (4 * d ^ 4) * (1 / ((n : ℤ) : ℝ) ^ 4) := by
+    funext n
     rw [(layerEnergy_eq σ C6 (hne n n.2)).2]
     ring
-  · ring
+  have hv : -(π ^ 5 * σ * C6) / (180 * d ^ 4) =
+      -(π * σ * C6) / (4 * d ^ 4) * (π ^ 4 / 45) := by
+    ring
+  rw [hf, hv]
+  exact hasSum_inv_fourth.mul_left _
 
 end
```
